# A pinning threshold for complete localization of one electron under Hartree self-repulsion

Give a single electron a Hartree energy and its density repels itself. The electron can then spread over several sites although there is no second electron to push it away. Without a criterion for when this happens, a spread-out density may be taken for physics when it is an artefact of the energy expression. The problems below find how strongly a site must bind the electron to hold it completely, in a model with finitely many sites and no hopping.

## One electron on finitely many sites

Let $p_i$ be the probability of finding the electron on site $i$, and $e_i$ the energy of an electron on that site. The energy is

$$E(p)=\sum_i e_i p_i+\frac U2\sum_i p_i^2 .$$

The constant $U$ stands for the Coulomb repulsion between two charges on the same site. For one electron the whole $U$ term is spurious. Hopping between sites, repulsion between sites and an exchange term that would cancel the self-repulsion are all left out. Hopping can also spread a single electron over several sites, and that spreading is physical. Within this one-electron model, the result isolates the delocalizing tendency of self-interaction error, which also affects approximate density functionals.

In Lean, `ι` is the finite set of sites, and `e` and `p` are real functions on it. The definition `hartreeEnergy` accepts any real `p`; the theorems add normalization or positivity where they use it.

```lean
import Mathlib

open Finset

namespace HartreeSelfInteraction

noncomputable section

variable {ι : Type*} [Fintype ι]

/-- Energy of one electron with site occupations `p`: site energies `e` plus the
Hartree repulsion of strength `U` of the density with itself. -/
def hartreeEnergy (e : ι → ℝ) (U : ℝ) (p : ι → ℝ) : ℝ :=
  ∑ i, e i * p i + U / 2 * ∑ i, p i ^ 2
```

## (a) Sites of equal energy

Let all $N$ sites have energy $\varepsilon$, and let $\sum_i p_i=1$. Compare $p$ with the uniform occupation $u_i=1/N$ by showing

$$E(p)=E(u)+\frac U2\sum_i\Big(p_i-\frac1N\Big)^2 .$$

**Solution.** Normalization gives $E(p)=\varepsilon+\frac U2\sum_i p_i^2$ and $E(u)=\varepsilon+\frac{U}{2N}$. Expanding the square,

$$\sum_i\Big(p_i-\frac1N\Big)^2=\sum_i p_i^2-\frac2N+\frac1N=\sum_i p_i^2-\frac1N .$$

Multiplying by $U/2$ and adding $E(u)$ gives $E(p)$. For $U>0$ the uniform occupation therefore has the lowest energy.

In the code, `h3` expands the square, `h1` and `h2` evaluate the uniform sums, and `ring` combines them. The hypothesis `hp` is normalization alone, so the identity holds even for negative entries.

```lean
/-- On sites of equal energy, the energy of a normalized occupation is that of the uniform
occupation plus `U / 2` times the squared distance from it. -/
theorem energy_degenerate (ε U : ℝ) (p : ι → ℝ) (hp : ∑ i, p i = 1) :
    hartreeEnergy (fun _ => ε) U p =
      hartreeEnergy (fun _ : ι => ε) U (fun _ : ι => 1 / (Fintype.card ι : ℝ)) +
        U / 2 * ∑ i, (p i - 1 / (Fintype.card ι : ℝ)) ^ 2 := by
  rcases isEmpty_or_nonempty ι with h | h
  · simp at hp
  have hN : (Fintype.card ι : ℝ) ≠ 0 := Nat.cast_ne_zero.mpr Fintype.card_ne_zero
  have h1 : ∑ _i : ι, ε * (1 / (Fintype.card ι : ℝ)) = ε := by
    rw [Finset.sum_const, Finset.card_univ, nsmul_eq_mul]
    field_simp
  have h2 : ∑ _i : ι, (1 / (Fintype.card ι : ℝ)) ^ 2 = 1 / (Fintype.card ι : ℝ) := by
    rw [Finset.sum_const, Finset.card_univ, nsmul_eq_mul]
    field_simp
  -- expand the squared distance from the uniform occupation
  have h3 : ∑ i, (p i - 1 / (Fintype.card ι : ℝ)) ^ 2 =
      ∑ i, p i ^ 2 - 2 / (Fintype.card ι : ℝ) * ∑ i, p i +
        ∑ _i : ι, (1 / (Fintype.card ι : ℝ)) ^ 2 := by
    rw [Finset.mul_sum, ← Finset.sum_sub_distrib, ← Finset.sum_add_distrib]
    exact Finset.sum_congr rfl (fun i _ => by ring)
  have h0 : ∑ i, ε * p i = ε := by rw [← Finset.mul_sum, hp, mul_one]
  simp only [hartreeEnergy]
  rw [h3, h1, h2, h0, hp]
  ring
```

## (b) Averages over a localized electron

Two occupations are needed from here on. The electron sitting entirely on site $a$ has $\delta^a_i=1$ for $i=a$ and $0$ otherwise; this is `localized a`. Moving a fraction $t$ of it to site $b$ gives $\ell_t=(1-t)\delta^a+t\delta^b$, which is `leak a b t`.

```lean
variable [DecidableEq ι]

/-- The occupation of an electron sitting entirely on site `a`. -/
def localized (a : ι) : ι → ℝ := fun i => if i = a then 1 else 0

/-- The occupation after a fraction `t` of the electron has moved from site `a` to site `b`. -/
def leak (a b : ι) (t : ℝ) : ι → ℝ :=
  fun i => (1 - t) * localized a i + t * localized b i
```

For any site quantity $f$, show that

$$\sum_i f_i\,\delta^a_i=f_a .$$

**Solution.** Every term with $i\ne a$ vanishes, and the remaining one is $f_a\cdot1$. Unfolding the definition lets `simp` do the same.

```lean
/-- Averaging a site quantity over the localized occupation gives its value on that site. -/
theorem sum_localized (a : ι) (f : ι → ℝ) : ∑ i, f i * localized a i = f a := by
  simp [localized]
```

## (c) The energy of the localized electron

Show that

$$E(\delta^a)=e_a+\frac U2 .$$

**Solution.** By (b) the site term is $e_a$. Since $\sum_i(\delta^a_i)^2=1$, the repulsion term is $U/2$. An electron without self-repulsion would have energy $e_a$, so the error is $U/2$. The code proves the sum of squares as `h` and rewrites with it.

```lean
/-- The localized electron has its site energy plus the spurious self-repulsion `U / 2`. -/
theorem energy_localized (e : ι → ℝ) (U : ℝ) (a : ι) :
    hartreeEnergy e U (localized a) = e a + U / 2 := by
  have h : ∑ i, localized a i ^ 2 = 1 := by simp [localized]
  rw [hartreeEnergy, sum_localized, h, mul_one]
```

## (d) The cost of a leak

For $a\ne b$ and any real $t$, show that

$$E(\ell_t)=E(\delta^a)+t(e_b-e_a-U)+Ut^2 .$$

**Solution.** The site term is $(1-t)e_a+te_b$. The two sites are different, so the square has no cross term and $\sum_i(\ell_t)_i^2=(1-t)^2+t^2=1-2t+2t^2$. Hence

$$E(\ell_t)=e_a+t(e_b-e_a)+\frac U2-Ut+Ut^2,$$

and (c) identifies $e_a+U/2$ as $E(\delta^a)$.

Here `h1` is the site term and `h2` the sum of squares. The latter is checked site by site, with separate cases for $i=a$, $i=b$ and all other sites.

```lean
/-- Moving a fraction `t` of a localized electron to a different site `b` changes the energy by
`t (e b - e a - U) + U t²`. -/
theorem energy_leak (e : ι → ℝ) (U t : ℝ) {a b : ι} (hab : a ≠ b) :
    hartreeEnergy e U (leak a b t) =
      hartreeEnergy e U (localized a) + (t * (e b - e a - U) + U * t ^ 2) := by
  have h1 : ∑ i, e i * leak a b t i = (1 - t) * e a + t * e b := by
    rw [← sum_localized a e, ← sum_localized b e, Finset.mul_sum, Finset.mul_sum,
      ← Finset.sum_add_distrib]
    exact Finset.sum_congr rfl (fun i _ => by unfold leak; ring)
  -- the two sites do not overlap, so the square has no cross term
  have h2 : ∑ i, leak a b t i ^ 2 = (1 - t) ^ 2 + t ^ 2 := by
    have ha : ∑ i, (1 - t) ^ 2 * localized a i = (1 - t) ^ 2 :=
      sum_localized a (fun _ => (1 - t) ^ 2)
    have hb : ∑ i, t ^ 2 * localized b i = t ^ 2 := sum_localized b (fun _ => t ^ 2)
    calc ∑ i, leak a b t i ^ 2
        = ∑ i, ((1 - t) ^ 2 * localized a i + t ^ 2 * localized b i) := by
          refine Finset.sum_congr rfl (fun i _ => ?_)
          by_cases hi : i = a
          · subst hi
            simp [leak, localized, hab]
          · by_cases hj : i = b <;> simp [leak, localized, hi, hj, hab.symm]
      _ = (1 - t) ^ 2 + t ^ 2 := by rw [Finset.sum_add_distrib, ha, hb]
  rw [energy_localized, hartreeEnergy, h1, h2]
  ring
```

## (e) Which leaks are probability distributions

Show that

$$0\le t\le1\quad\Longrightarrow\quad (\ell_t)_i\ge0\ \text{ for all } i,\qquad \sum_i(\ell_t)_i=1 .$$

**Solution.** Both weights, $1-t$ and $t$, are nonnegative, as are the entries of $\delta^a$ and $\delta^b$. The total is $(1-t)+t=1$.

Lean's `stdSimplex ℝ ι` is the set of nonnegative real occupations with sum one, so the proof supplies these two facts as a pair. Setting $t=0$ shows that $\delta^a$ itself belongs to the set.

```lean
/-- Moving a fraction between 0 and 1 of the electron gives a probability distribution. -/
theorem leak_mem (a b : ι) {t : ℝ} (h0 : 0 ≤ t) (h1 : t ≤ 1) :
    leak a b t ∈ stdSimplex ℝ ι := by
  have hn : ∀ c i : ι, 0 ≤ localized c i := fun c i => by
    unfold localized
    split_ifs <;> norm_num
  refine ⟨fun i => add_nonneg (mul_nonneg (by linarith) (hn a i)) (mul_nonneg h0 (hn b i)), ?_⟩
  simp [leak, localized, Finset.sum_add_distrib]
```

## (f) Stability of a well-pinned electron

Suppose $e_i-e_a\ge U$ for every $i\ne a$. For every probability distribution $p$, show that

$$E(p)\ge E(\delta^a)+\frac U2\sum_i(p_i-\delta^a_i)^2 .$$

**Solution.** The squared distance is $\sum_i p_i^2-2p_a+1$. Subtracting the right-hand side from the left cancels $\sum_i p_i^2$ and leaves

$$\sum_i e_ip_i-e_a-U(1-p_a)=\sum_{i\ne a}p_i(e_i-e_a-U),$$

where $1-p_a=\sum_{i\ne a}p_i$ was used. Every term on the right is nonnegative.

In the code, `h2` expands the distance, `h4` splits site $a$ off the sum, and `h5` is the sign of what remains. The closing `linarith` combines them.

```lean
/-- If every other site lies at least `U` above site `a`, the energy of any probability distribution
is at least that of the localized electron plus `U / 2` times the squared distance between the two
occupations. -/
theorem localized_stability (e : ι → ℝ) (U : ℝ) (a : ι) (hpin : ∀ i, i ≠ a → U ≤ e i - e a)
    {p : ι → ℝ} (hp : p ∈ stdSimplex ℝ ι) :
    hartreeEnergy e U (localized a) + U / 2 * ∑ i, (p i - localized a i) ^ 2 ≤
      hartreeEnergy e U p := by
  have hs : ∑ i, p i = 1 := hp.2
  have h1 : ∑ i, p i * (e i - e a - U) = ∑ i, e i * p i - (e a + U) * ∑ i, p i := by
    rw [Finset.mul_sum, ← Finset.sum_sub_distrib]
    exact Finset.sum_congr rfl (fun i _ => by ring)
  have h2 : ∑ i, (p i - localized a i) ^ 2 =
      ∑ i, p i ^ 2 - 2 * ∑ i, p i * localized a i + ∑ i, localized a i ^ 2 := by
    rw [Finset.mul_sum, ← Finset.sum_sub_distrib, ← Finset.sum_add_distrib]
    exact Finset.sum_congr rfl (fun i _ => by ring)
  have h3 : ∑ i, localized a i ^ 2 = 1 := by simp [localized]
  have h4 := Finset.add_sum_erase Finset.univ (fun i => p i * (e i - e a - U))
    (Finset.mem_univ a)
  -- each unit of charge moved off site `a` raises the site energy by at least `U`
  have h5 : 0 ≤ ∑ i ∈ Finset.univ.erase a, p i * (e i - e a - U) :=
    Finset.sum_nonneg (fun i hi => mul_nonneg (hp.1 i)
      (by linarith [hpin i (Finset.ne_of_mem_erase hi)]))
  rw [hs] at h1
  rw [sum_localized, h3] at h2
  rw [energy_localized, hartreeEnergy, h2]

  linarith
```

## (g) The pinning criterion

For $U\ge0$, show that

$$E(\delta^a)\le E(p)\ \text{ for all distributions } p\quad\Longleftrightarrow\quad e_i-e_a\ge U\ \text{ for all } i\ne a .$$

**Solution.** If the condition on the right holds, (f) gives the left side, because its distance term is nonnegative.

Conversely, suppose some $b\ne a$ has $g=U-(e_b-e_a)>0$. Leak the fraction $t=g/(g+U)$, which satisfies $0<t\le1$. From $t(g+U)=g$ it follows that $Ut^2=gt-gt^2$, so by (d) the energy changes by

$$-gt+Ut^2=-gt^2<0 .$$

The localized electron is then not a minimizer.

`IsMinOn` expresses the left side: no member of the simplex has lower energy. In the code, `hmul` is the equation for $t$, and `linear_combination` multiplies it by $t$ to obtain the energy change `hE`. With only one site the condition is empty and both sides are true.

```lean
/-- For `U ≥ 0`, complete localization on site `a` minimizes the Hartree energy over all
probability distributions iff every other site lies at least `U` higher. -/
theorem localized_isMin_iff (e : ι → ℝ) {U : ℝ} (hU : 0 ≤ U) (a : ι) :
    IsMinOn (hartreeEnergy e U) (stdSimplex ℝ ι) (localized a) ↔
      ∀ i, i ≠ a → U ≤ e i - e a := by
  rw [isMinOn_iff]
  constructor
  · intro hmin b hb
    by_contra hlt
    have hg : 0 < U - (e b - e a) := by linarith [not_le.mp hlt]
    have hd : 0 < U - (e b - e a) + U := by linarith
    -- a small enough leak to site `b` lowers the energy
    obtain ⟨t, ht⟩ : ∃ t, t = (U - (e b - e a)) / (U - (e b - e a) + U) := ⟨_, rfl⟩
    have ht0 : 0 < t := by rw [ht]; exact div_pos hg hd
    have ht1 : t ≤ 1 := by rw [ht, div_le_one hd]; linarith
    have hmul : t * (U - (e b - e a) + U) = U - (e b - e a) := by
      rw [ht]; exact div_mul_cancel₀ _ hd.ne'
    have h := hmin _ (leak_mem a b ht0.le ht1)
    rw [energy_leak e U t hb.symm] at h
    have hE : t * (e b - e a - U) + U * t ^ 2 = -((U - (e b - e a)) * t ^ 2) := by
      linear_combination t * hmul
    have hpos : 0 < (U - (e b - e a)) * t ^ 2 := by positivity
    linarith
  · intro hpin p hp
    have h := localized_stability e U a hpin hp
    have h' : 0 ≤ U / 2 * ∑ i, (p i - localized a i) ^ 2 :=
      mul_nonneg (by linarith) (Finset.sum_nonneg (fun i _ => sq_nonneg _))
    linarith
```

## (h) No other minimizer

Let $U>0$ and $e_i-e_a\ge U$ for all $i\ne a$. For a probability distribution $p$, show that

$$E(p)\le E(\delta^a)\quad\Longrightarrow\quad p=\delta^a .$$

**Solution.** Combined with (f), the assumption gives $\frac U2\sum_i(p_i-\delta^a_i)^2\le0$. Since $U>0$, the sum is zero, and so is each of its squares. Together with (g), this makes the localized state the unique minimizer, even when some site lies exactly $U$ higher.

The code obtains the vanishing sum as `hz` and then reads off each site.

```lean
/-- For `U > 0` and all other sites at least `U` higher, a distribution whose energy does not
exceed that of the localized electron is the localized one. -/
theorem localized_unique (e : ι → ℝ) {U : ℝ} (hU : 0 < U) (a : ι)
    (hpin : ∀ i, i ≠ a → U ≤ e i - e a) {p : ι → ℝ} (hp : p ∈ stdSimplex ℝ ι)
    (hE : hartreeEnergy e U p ≤ hartreeEnergy e U (localized a)) : p = localized a := by
  have h := localized_stability e U a hpin hp
  have hn : ∀ i ∈ Finset.univ, 0 ≤ (p i - localized a i) ^ 2 := fun i _ => sq_nonneg _
  have hz : ∑ i, (p i - localized a i) ^ 2 = 0 := by
    apply le_antisymm _ (Finset.sum_nonneg hn)
    by_contra hc
    have := mul_pos (half_pos hU) (not_le.mp hc)
    linarith
  funext i
  have hi := (Finset.sum_eq_zero_iff_of_nonneg hn).mp hz i (Finset.mem_univ i)
  exact sub_eq_zero.mp (pow_eq_zero_iff (two_ne_zero)|>.mp hi)
```

## (i) Removing the self-repulsion

Set $U=0$ and write $E_0(p)=\sum_i e_ip_i$. Show that

$$E_0(\delta^a)\le E_0(p)\ \text{ for all distributions } p\quad\Longleftrightarrow\quad e_a\le e_i\ \text{ for all } i .$$

**Solution.** Put $U=0$ in (g). The condition becomes $e_i\ge e_a$ for $i\ne a$, and for $i=a$ it is trivial. Now any lowest site will do, however small its advantage; the gap demanded in (g) is due to the self-repulsion. Uniqueness can fail here, since two lowest sites of equal energy tie.

```lean
/-- With the self-repulsion removed, localization on site `a` minimizes the energy over all
probability distributions iff no site has lower energy. -/
theorem localized_isMin_iff_no_self_repulsion (e : ι → ℝ) (a : ι) :
    IsMinOn (hartreeEnergy e 0) (stdSimplex ℝ ι) (localized a) ↔ ∀ i, e a ≤ e i := by
  rw [localized_isMin_iff e le_rfl a]
  constructor
  · intro h i
    by_cases hi : i = a
    · rw [hi]
    · linarith [h i hi]
  · intro h i _
    linarith [h i]
```

## (j) The best leak between two sites

Let $U>0$, $a\ne b$ and $|e_b-e_a|\le U$. Show that $t_*=\dfrac{U-(e_b-e_a)}{2U}$ is an allowed fraction, that

$$E(\ell_{t_*})=E(\delta^a)-\frac{(U-(e_b-e_a))^2}{4U},$$

and that $E(\ell_{t_*})\le E(\ell_s)$ for every real $s$.

**Solution.** The bound on the gap gives $0\le U-(e_b-e_a)\le2U$, so $0\le t_*\le1$ and (e) applies. With $g=U-(e_b-e_a)$, completing the square in (d) gives

$$E(\ell_s)-E(\delta^a)=-gs+Us^2=U(s-t_*)^2-\frac{g^2}{4U}.$$

The minimum is at $s=t_*$. For equal site energies half the electron leaks and the energy falls by $U/4$; for $e_b-e_a=U$ nothing leaks. The comparison is between leaks from $a$ to $b$ only, so spreading over further sites may lower the energy more.

The Lean statement joins the three claims with `∧`. In the last one, `hsq` is the perfect square $U(s-t_*)^2$.

```lean
/-- For `U > 0` and two different sites whose energies differ by at most `U`, the fraction
`(U - (e b - e a)) / (2 U)` is an allowed leak, has energy `(U - (e b - e a))² / (4 U)` below that
of the localized electron, and is the best leak from `a` to `b`. -/
theorem optimal_leak (e : ι → ℝ) {U : ℝ} (hU : 0 < U) {a b : ι} (hab : a ≠ b)
    (hgap : |e b - e a| ≤ U) :
    leak a b ((U - (e b - e a)) / (2 * U)) ∈ stdSimplex ℝ ι ∧
    hartreeEnergy e U (leak a b ((U - (e b - e a)) / (2 * U))) =
      hartreeEnergy e U (localized a) - (U - (e b - e a)) ^ 2 / (4 * U) ∧
    ∀ s, hartreeEnergy e U (leak a b ((U - (e b - e a)) / (2 * U))) ≤
      hartreeEnergy e U (leak a b s) := by
  obtain ⟨hl, hr⟩ := abs_le.mp hgap
  have h2U : 0 < 2 * U := by linarith
  refine ⟨leak_mem a b (div_nonneg (by linarith) h2U.le)
    ((div_le_one h2U).mpr (by linarith)), ?_, fun s => ?_⟩
  · rw [energy_leak e U _ hab]
    field_simp
    ring
  · have ht : 2 * U * ((U - (e b - e a)) / (2 * U)) = U - (e b - e a) :=
      mul_div_cancel₀ _ h2U.ne'
    generalize (U - (e b - e a)) / (2 * U) = t at ht ⊢
    rw [energy_leak e U t hab, energy_leak e U s hab]
    -- the excess over the optimum is a perfect square
    have hsq : (s * (e b - e a - U) + U * s ^ 2) - (t * (e b - e a - U) + U * t ^ 2) =
        U * (s - t) ^ 2 := by
      linear_combination (s - t) * ht
    have hpos : 0 ≤ U * (s - t) ^ 2 := by positivity
    linarith

end

end HartreeSelfInteraction
```

```lean
#print axioms HartreeSelfInteraction.energy_degenerate
-- 'HartreeSelfInteraction.energy_degenerate' depends on axioms: [propext, Classical.choice, Quot.sound]
#print axioms HartreeSelfInteraction.localized_unique
-- 'HartreeSelfInteraction.localized_unique' depends on axioms: [propext, Classical.choice, Quot.sound]
#print axioms HartreeSelfInteraction.localized_isMin_iff_no_self_repulsion
-- 'HartreeSelfInteraction.localized_isMin_iff_no_self_repulsion' depends on axioms: [propext, Classical.choice, Quot.sound]
#print axioms HartreeSelfInteraction.optimal_leak
-- 'HartreeSelfInteraction.optimal_leak' depends on axioms: [propext, Classical.choice, Quot.sound]
```
